# The coherent form of the BCS product for finitely many pair levels

Fix a finite set $s$ of $M$ levels and, for each level $k \in s$, an element $P_k$ of a commutative ring $A$ with $P_k^2 = 0$; write $B = \sum_{k\in s} P_k$ for their sum and $e_n = \sum_{t \subseteq s,\,|t|=n} \prod_{k\in t} P_k$ for their $n$-th elementary symmetric polynomial, with $e_0 = 1$ from the empty subset. The file proves $B^n = n!\,e_n$ for every natural number $n$ and, when $A$ is an algebra over the rationals, $\prod_{k\in s}(1+P_k) = \sum_{n=0}^{M} B^n/n!$. When $A$ is also an algebra over the complex numbers, the BCS product $\prod_{k\in s}(u_k+v_kP_k)$ with complex amplitudes and all $u_k \neq 0$ equals $\prod_{k\in s}u_k$ times the same series with $B$ replaced by $\sum_{k\in s}(v_k/u_k)P_k$.

```lean
import Mathlib

open scoped BigOperators

namespace BCSCoherentForm

noncomputable section

variable {ι : Type*} {A : Type*} [CommRing A]

/-- The collective pair operator `B = ∑ P_k` over the levels in `s`. -/
def pairSum (s : Finset ι) (P : ι → A) : A := ∑ k ∈ s, P k

/-- The sum over all choices of `n` distinct levels of `s` of the product of their pair
operators: the `n`-th elementary symmetric polynomial in the `P_k`. -/
def pairConfigSum (s : Finset ι) (P : ι → A) (n : ℕ) : A :=
  ∑ t ∈ s.powersetCard n, ∏ k ∈ t, P k

/-- The exponential series `∑ x^n / n!` cut off after the term `n = N`. -/
def truncExp [Algebra ℚ A] (N : ℕ) (x : A) : A :=
  ∑ n ∈ Finset.range (N + 1), (n.factorial : ℚ)⁻¹ • x ^ n

/-- The BCS operator `∏ (u_k + v_k P_k)` with complex amplitudes `u_k`, `v_k`. -/
def bcsOp [Algebra ℂ A] (s : Finset ι) (u v : ι → ℂ) (P : ι → A) : A :=
  ∏ k ∈ s, (algebraMap ℂ A (u k) + v k • P k)

/-- If `p² = 0`, the binomial expansion of `(x + p)^(n+1)` stops at first order in `p`. -/
theorem add_pow_succ_of_sq_zero (x p : A) (hp : p ^ 2 = 0) (n : ℕ) :
    (x + p) ^ (n + 1) = x ^ (n + 1) + ((n : A) + 1) * p * x ^ n := by
  induction n with
  | zero => simp
  | succ n ih =>
    rw [pow_succ (x + p) (n + 1), ih]
    push_cast
    linear_combination ((n : A) + 1) * x ^ n * hp

/-- The `n`-pair configuration sum vanishes when `n` exceeds the number of levels. -/
theorem pairConfigSum_eq_zero (s : Finset ι) (P : ι → A) (n : ℕ) (h : s.card < n) :
    pairConfigSum s P n = 0 := by
  unfold pairConfigSum
  refine Finset.sum_eq_zero fun t ht => ?_
  obtain ⟨hsub, hcard⟩ := Finset.mem_powersetCard.1 ht
  have hle := Finset.card_le_card hsub
  exfalso
  omega

/-- With a new level `a` added, the `(n+1)`-pair configuration sum is the one that leaves `a`
empty plus `P_a` times the `n`-pair sum on the old levels. -/
theorem pairConfigSum_insert [DecidableEq ι] {s : Finset ι} {a : ι} (ha : a ∉ s)
    (P : ι → A) (n : ℕ) :
    pairConfigSum (insert a s) P (n + 1)
      = pairConfigSum s P (n + 1) + P a * pairConfigSum s P n := by
  unfold pairConfigSum
  have hnot : ∀ m, ∀ t ∈ s.powersetCard m, a ∉ t :=
    fun m t ht hat => ha ((Finset.mem_powersetCard.1 ht).1 hat)
  -- configurations either avoid `a` or contain it
  have hsplit : (insert a s).powersetCard (n + 1)
      = s.powersetCard (n + 1) ∪ (s.powersetCard n).image (insert a) :=
    Finset.powersetCard_succ_insert ha n
  have hdisj : Disjoint (s.powersetCard (n + 1)) ((s.powersetCard n).image (insert a)) := by
    rw [Finset.disjoint_left]
    intro t ht ht'
    obtain ⟨w, _, rfl⟩ := Finset.mem_image.1 ht'
    exact hnot _ _ ht (Finset.mem_insert_self a w)
  have hinj : Set.InjOn (insert a : Finset ι → Finset ι)
      (s.powersetCard n : Set (Finset ι)) := by
    intro t ht w hw htw
    have h1 := Finset.erase_insert (hnot n t (Finset.mem_coe.1 ht))
    have h2 := Finset.erase_insert (hnot n w (Finset.mem_coe.1 hw))
    calc t = (insert a t).erase a := h1.symm
      _ = (insert a w).erase a := by rw [htw]
      _ = w := h2
  rw [hsplit, Finset.sum_union hdisj, Finset.sum_image hinj, Finset.mul_sum]
  congr 1
  exact Finset.sum_congr rfl fun t ht => Finset.prod_insert (hnot n t ht)

/-- For commuting pair operators with `P_k² = 0`, the power `B^n` of the collective pair
operator is `n!` times the `n`-th elementary symmetric polynomial in the `P_k`. -/
theorem pairSum_pow (s : Finset ι) (P : ι → A) (hP : ∀ k ∈ s, P k ^ 2 = 0) (n : ℕ) :
    pairSum s P ^ n = (n.factorial : A) * pairConfigSum s P n := by
  classical
  revert n
  induction s using Finset.induction_on with
  | empty =>
    intro n
    cases n with
    | zero => simp [pairConfigSum]
    | succ n =>
      rw [pairConfigSum_eq_zero (∅ : Finset ι) P (n + 1) (by simp)]
      simp [pairSum]
  | insert a s ha ih =>
    have ih' := ih (fun k hk => hP k (Finset.mem_insert_of_mem hk))
    intro n
    cases n with
    | zero => simp [pairConfigSum]
    | succ n =>
      have hs : pairSum (insert a s) P = pairSum s P + P a := by
        unfold pairSum
        rw [Finset.sum_insert ha, add_comm]
      -- the new level enters at most once, matching the recursion of the configuration sums
      rw [hs, add_pow_succ_of_sq_zero _ _ (hP a (Finset.mem_insert_self a s)),
        ih' (n + 1), ih' n, pairConfigSum_insert ha, Nat.factorial_succ]
      push_cast
      ring

/-- For `P_k² = 0`, the power `B^n` vanishes once `n` exceeds the number of levels. -/
theorem pairSum_pow_eq_zero (s : Finset ι) (P : ι → A) (hP : ∀ k ∈ s, P k ^ 2 = 0)
    (n : ℕ) (h : s.card < n) : pairSum s P ^ n = 0 := by
  rw [pairSum_pow s P hP, pairConfigSum_eq_zero s P n h, mul_zero]

/-- For `P_k² = 0` on `M` levels, `B^M` equals `M!` times the product of all `P_k`. -/
theorem pairSum_pow_card (s : Finset ι) (P : ι → A) (hP : ∀ k ∈ s, P k ^ 2 = 0) :
    pairSum s P ^ s.card = (s.card.factorial : A) * ∏ k ∈ s, P k := by
  rw [pairSum_pow s P hP]
  unfold pairConfigSum
  rw [Finset.powersetCard_self, Finset.sum_singleton]

/-- The product `∏ (1 + P_k)` over `M` levels is the sum of the `n`-pair configuration sums
for `n = 0, …, M`. -/
theorem prod_one_add_eq_sum_pairConfigSum (s : Finset ι) (P : ι → A) :
    ∏ k ∈ s, (1 + P k) = ∑ n ∈ Finset.range (s.card + 1), pairConfigSum s P n := by
  unfold pairConfigSum
  rw [Finset.prod_one_add, Finset.sum_powerset]

/-- Coherent form: in a commutative rational algebra with `P_k² = 0` on `M` levels,
`∏ (1 + P_k) = ∑_{n ≤ M} B^n / n!` with `B = ∑ P_k`. -/
theorem prod_one_add_eq_truncExp [Algebra ℚ A] (s : Finset ι) (P : ι → A)
    (hP : ∀ k ∈ s, P k ^ 2 = 0) :
    ∏ k ∈ s, (1 + P k) = truncExp s.card (pairSum s P) := by
  rw [prod_one_add_eq_sum_pairConfigSum]
  unfold truncExp
  refine Finset.sum_congr rfl fun n _ => ?_
  -- divide `B^n = n! e_n` by `n!`
  have hn : (n.factorial : ℚ) ≠ 0 := Nat.cast_ne_zero.2 (Nat.factorial_ne_zero n)
  have hc : (n.factorial : A) * pairConfigSum s P n
      = (n.factorial : ℚ) • pairConfigSum s P n := by
    rw [Nat.cast_smul_eq_nsmul, nsmul_eq_mul]
  rw [pairSum_pow s P hP, hc, smul_smul, inv_mul_cancel₀ hn, one_smul]

/-- For `P_k² = 0` the collective pair operator `B` is nilpotent and `∏ (1 + P_k)` is its
exponential. -/
theorem prod_one_add_eq_exp [Algebra ℚ A] (s : Finset ι) (P : ι → A)
    (hP : ∀ k ∈ s, P k ^ 2 = 0) :
    IsNilpotent (pairSum s P) ∧ ∏ k ∈ s, (1 + P k) = IsNilpotent.exp (pairSum s P) := by
  have h0 := pairSum_pow_eq_zero s P hP (s.card + 1) (Nat.lt_succ_self _)
  refine ⟨⟨_, h0⟩, ?_⟩
  rw [IsNilpotent.exp_eq_sum h0]
  exact prod_one_add_eq_truncExp s P hP

/-- For `P_k² = 0` and nonzero `u_k` on `M` levels, the BCS operator `∏ (u_k + v_k P_k)` equals
`∏ u_k` times the exponential series, up to order `M`, of `∑ (v_k / u_k) P_k`. -/
theorem bcsOp_eq_truncExp [Algebra ℚ A] [Algebra ℂ A] (s : Finset ι) (u v : ι → ℂ)
    (P : ι → A) (hP : ∀ k ∈ s, P k ^ 2 = 0) (hu : ∀ k ∈ s, u k ≠ 0) :
    bcsOp s u v P
      = (∏ k ∈ s, u k) • truncExp s.card (pairSum s fun k => (v k / u k) • P k) := by
  have hQ : ∀ k ∈ s, ((v k / u k) • P k) ^ 2 = 0 := by
    intro k hk
    rw [smul_pow, hP k hk, smul_zero]
  have hm : ∏ k ∈ s, (1 + (v k / u k) • P k)
      = truncExp s.card (pairSum s fun k => (v k / u k) • P k) :=
    prod_one_add_eq_truncExp s (fun k => (v k / u k) • P k) hQ
  -- pull `u_k` out of each factor
  have hf : ∀ k ∈ s, algebraMap ℂ A (u k) + v k • P k
      = algebraMap ℂ A (u k) * (1 + (v k / u k) • P k) := by
    intro k hk
    have h := hu k hk
    have hc : u k * (v k / u k) = v k := by field_simp
    rw [mul_add, mul_one, ← Algebra.smul_def, smul_smul, hc]
  calc bcsOp s u v P
      = ∏ k ∈ s, (algebraMap ℂ A (u k) * (1 + (v k / u k) • P k)) :=
        Finset.prod_congr rfl hf
    _ = algebraMap ℂ A (∏ k ∈ s, u k) * ∏ k ∈ s, (1 + (v k / u k) • P k) := by
        rw [Finset.prod_mul_distrib, map_prod]
    _ = _ := by
        rw [hm]
        exact (Algebra.smul_def _ _).symm

/-- A two-level pair algebra: dual numbers over the dual numbers over `ℚ`. -/
abbrev TwoLevel := DualNumber (DualNumber ℚ)

/-- The two pair operators of the two-level algebra: the outer and the inner infinitesimal. -/
def twoLevelPair : Fin 2 → TwoLevel :=
  ![DualNumber.eps, TrivSqZeroExt.inl DualNumber.eps]

/-- In the two-level algebra both pair operators square to zero, `B²` is nonzero, and
`∏ (1 + P_k)` equals the exponential series of `B` up to second order. -/
theorem twoLevelPair_witness :
    (∀ k, twoLevelPair k ^ 2 = 0) ∧ pairSum Finset.univ twoLevelPair ^ 2 ≠ 0 ∧
      ∏ k, (1 + twoLevelPair k) = truncExp 2 (pairSum Finset.univ twoLevelPair) := by
  have h : ∀ k, twoLevelPair k ^ 2 = 0 := by
    intro k
    fin_cases k
    · show (DualNumber.eps : TwoLevel) ^ 2 = 0
      rw [pow_two]
      exact DualNumber.eps_mul_eps
    · show (TrivSqZeroExt.inl DualNumber.eps : TwoLevel) ^ 2 = 0
      rw [pow_two]
      apply TrivSqZeroExt.ext <;> simp
  refine ⟨h, ?_, ?_⟩
  · intro h0
    -- the coefficient of the product of the two infinitesimals in `B²` is 2
    have h2 : TrivSqZeroExt.snd (TrivSqZeroExt.snd (pairSum Finset.univ twoLevelPair ^ 2))
        = (2 : ℚ) := by
      rw [pow_two]
      simp [pairSum, twoLevelPair, Fin.sum_univ_two]
      norm_num
    rw [h0] at h2
    norm_num at h2
  · have hm := prod_one_add_eq_truncExp Finset.univ twoLevelPair (fun k _ => h k)
    rwa [Finset.card_univ, Fintype.card_fin] at hm

end

end BCSCoherentForm
```

```lean
#print axioms BCSCoherentForm.pairSum_pow_card
#print axioms BCSCoherentForm.prod_one_add_eq_sum_pairConfigSum
#print axioms BCSCoherentForm.prod_one_add_eq_exp
#print axioms BCSCoherentForm.bcsOp_eq_truncExp
```

```
'BCSCoherentForm.pairSum_pow_card' depends on axioms: [propext, Classical.choice, Quot.sound]
'BCSCoherentForm.prod_one_add_eq_sum_pairConfigSum' depends on axioms: [propext, Classical.choice, Quot.sound]
'BCSCoherentForm.prod_one_add_eq_exp' depends on axioms: [propext, Classical.choice, Quot.sound]
'BCSCoherentForm.bcsOp_eq_truncExp' depends on axioms: [propext, Classical.choice, Quot.sound]
```

## What the statements say

The labels of the levels form an arbitrary type `ι`, which may be infinite; only the chosen set `s : Finset ι` is finite, and $M$ is `s.card`. The family `P : ι → A` assigns a ring element to every label, and the hypothesis `hP : ∀ k ∈ s, P k ^ 2 = 0` constrains only the levels in $s$. The $P_k$ are not required to be distinct, independent or nonzero. Commutativity enters through `CommRing A`.

Four definitions name the objects. `pairSum s P` is $B$ and `pairConfigSum s P n` is $e_n$, the sum running over `s.powersetCard n`, the subsets of $s$ with $n$ elements. For $x \in A$ and a natural number $N$, `truncExp N x` is $\sum_{n=0}^{N} x^n/n!$; the range `Finset.range (N + 1)` includes the term $n = N$, and $1/n!$ is a rational scalar acting through `Algebra ℚ A`. For complex amplitudes $u_k$ and $v_k$, `bcsOp s u v P` is $\prod_{k\in s}(u_k + v_k P_k)$, where `algebraMap ℂ A (u k)` is $u_k$ times the unit of $A$.

The theorem `pairSum_pow` states $B^n = n!\,e_n$ in any commutative ring, with $n!$ read as the $n!$-fold sum of the unit. Its corollaries are `pairSum_pow_eq_zero`, which gives $B^n = 0$ for $n > M$, and `pairSum_pow_card`, which gives $B^M = M!\prod_{k\in s} P_k$. The main theorem `prod_one_add_eq_truncExp` adds the rational structure and states
$$\prod_{k\in s}(1+P_k) = \sum_{n=0}^{M}\frac{B^n}{n!}.$$
The rational structure serves to divide by $n!$; invertibility of $n!$ for $n \le M$ would be enough, and for $M \ge 2$ some such assumption is needed: in a ring where $2 = 0$, two levels give $B^2 = 2e_2 = 0$, and $e_2$ is not recoverable from $B^2$. The theorem `prod_one_add_eq_exp` states that $B$ is nilpotent and that the product equals `IsNilpotent.exp` of $B$, Mathlib's exponential of a nilpotent element, which is the series summed until the powers vanish. No limit or norm is involved. Finally `bcsOp_eq_truncExp` states that, for $A$ an algebra over both $\mathbb{Q}$ and $\mathbb{C}$, $P_k^2 = 0$ and $u_k \ne 0$ on all levels of $s$, and with $g_k = v_k/u_k$,
$$\prod_{k\in s}(u_k + v_k P_k) = \Big(\prod_{k\in s} u_k\Big)\sum_{n=0}^{M}\frac{1}{n!}\Big(\sum_{k\in s} g_k P_k\Big)^{n}.$$

## The physics encoded

Let $c^\dagger_{k}$ and $c^\dagger_{\bar k}$ create fermions in the two time-reversed states of level $k$, for instance momentum $k$ with spin up and momentum $-k$ with spin down, and set $P_k = c^\dagger_k c^\dagger_{\bar k}$. Fermion creation operators anticommute and square to zero. Moving one pair past another takes four transpositions, so $P_kP_l = P_lP_k$, and $P_k^2 = -\,(c^\dagger_k)^2 (c^\dagger_{\bar k})^2 = 0$ is the exclusion principle for pairs. The ring $A$ stands for the algebra generated by the pair creation operators alone. The file takes commutativity and $P_k^2 = 0$ as hypotheses; it contains no fermion operators and does not derive these two properties from the anticommutation relations.

With $|0\rangle$ the vacuum, the BCS trial state is $\prod_k (u_k + v_k P_k)|0\rangle$, in which each level is empty with amplitude $u_k$ or holds a pair with amplitude $v_k$. The theorems are identities between the operators standing in front of $|0\rangle$. The term of order $n$ in the exponential creates $n$ pairs, so the series sorts the state by particle number, and its $2n$-particle part is proportional to $(\sum_k g_kP_k)^n|0\rangle$. In electronic structure this is the antisymmetrised geminal power form of the number-projected BCS state, here for a finite set of levels each of which is either empty or doubly occupied.

The amplitudes in `bcsOp` are not normalised. In Fock space the states $\prod_{k\in t}P_k|0\rangle$ for different subsets $t$ are orthonormal, so the squared norm of the BCS state is $\prod_k(|u_k|^2+|v_k|^2)$, and the usual condition $|u_k|^2+|v_k|^2 = 1$ makes $|u_k| = (1+|g_k|^2)^{-1/2}$. The product $\prod_k(1+P_k)$ of the main theorem has $u_k = v_k = 1$ and squared norm $2^M$; the normalised state has $u_k = v_k = 1/\sqrt2$ and prefactor $\prod_k u_k = 2^{-M/2}$. For $n \le M$ the vector $e_n|0\rangle = B^n|0\rangle/n!$ has squared norm $\binom{M}{n}$, so the normalised $n$-pair state is $B^n|0\rangle/\big(n!\sqrt{\binom{M}{n}}\big)$. Since the file has neither a vacuum vector nor an inner product, these statements about states and norms are physical reading and were not checked in Lean.

The word "coherent" refers to the shape, an exponential of a creation operator, shared with the coherent state of an oscillator; here the series ends at order $M$, and no eigenvalue equation for an annihilation operator is asserted. What is proved about the BCS state is an algebraic rewriting that holds for any amplitudes with $u_k \neq 0$. No Hamiltonian, energy minimisation or gap equation appears, and $M$ stays finite. The hypothesis `hu` excludes levels that are occupied with certainty, such as those below the Fermi energy in the filled Fermi sea: if some $u_k$ vanishes, $g_k$ is undefined, and with Lean's convention $v_k/0 = 0$ the prefactor makes the right side zero, while the left side contains the factor $v_kP_k$ and need not vanish.

## Why it is true

The counting argument is short. Multiplying out $B^n$ gives one term $P_{k_1}\cdots P_{k_n}$ for each sequence of $n$ levels. A sequence with a repeated level contributes zero, because the two equal factors can be brought together. A sequence without repetition is an ordering of an $n$-element subset $t$, and each $t$ has $n!$ orderings with the same product. The proof in the file reaches the same result by adding one level at a time, which avoids counting permutations.

The first step is a binomial expansion that stops at first order. For $x, p \in A$ with $p^2 = 0$,
$$(x+p)^{n+1} = x^{n+1} + (n+1)\,p\,x^n .$$
For $n = 0$ both sides are $x + p$. Multiplying the formula by $x+p$ gives
$$x^{n+2} + (n+2)\,p\,x^{n+1} + (n+1)\,x^n p^2 ,$$
and the last term vanishes. This is `add_pow_succ_of_sq_zero`; the call to `linear_combination` supplies the coefficient $(n+1)x^n$ of the discarded $p^2$.

The second step concerns $e_n$ alone and does not use $P_k^2 = 0$. Write $e_n(s)$ and $B(s)$ to show the set of levels. If $n > M$ there is no subset with $n$ elements, so $e_n(s) = 0$; `pairConfigSum_eq_zero` derives a contradiction from the sizes of any supposed subset. If $a$ is a level not in $s$, a subset of $s\cup\{a\}$ with $n+1$ elements either omits $a$ or is $t \cup\{a\}$ for an $n$-element subset $t$ of $s$, hence
$$e_{n+1}(s\cup\{a\}) = e_{n+1}(s) + P_a\,e_n(s).$$
In `pairConfigSum_insert`, `hsplit` is this division into two families, `hdisj` shows that they do not overlap, and `hinj` shows that different $t$ give different $t\cup\{a\}$, since erasing $a$ returns $t$. The factor $P_a$ then comes out of each product in the second family.

The third step is induction on the set of levels, for all $n$ at once. For the empty set $B = 0$; at $n = 0$ both sides are $1$, and at higher $n$ both are $0$. For $s\cup\{a\}$ the case $n=0$ is again $1 = 1$. Otherwise, the first step with $x = B(s)$ and $p = P_a$, the induction hypothesis and the second step give
$$\begin{aligned} B(s\cup\{a\})^{n+1} &= B(s)^{n+1} + (n+1)\,P_a\,B(s)^n \\ &= (n+1)!\,e_{n+1}(s) + (n+1)\,n!\,P_a\,e_n(s) \\ &= (n+1)!\,e_{n+1}(s\cup\{a\}). \end{aligned}$$
The second line uses the hypothesis at both $n+1$ and $n$, which is why the proof of `pairSum_pow` calls `revert n` before the induction and later rewrites with `ih' (n + 1)` and `ih' n`. The two corollaries follow by inserting $e_n = 0$ for $n > M$, and $e_M = \prod_k P_k$, the only subset with $M$ elements being $s$ itself.

The fourth step expands the product. Choosing $1$ or $P_k$ from each factor gives one term for each subset $t$, and grouping the subsets by size gives
$$\prod_{k\in s}(1+P_k) = \sum_{t\subseteq s}\prod_{k\in t}P_k = \sum_{n=0}^{M} e_n .$$
These two equalities are the rewrites `Finset.prod_one_add` and `Finset.sum_powerset` in `prod_one_add_eq_sum_pairConfigSum`, which holds for arbitrary commuting elements. The main theorem compares the two sums term by term, with $e_n = B^n/n!$ from the third step: `hc` turns the ring element $n!$ into a rational scalar and `inv_mul_cancel₀ hn` cancels it. For `prod_one_add_eq_exp`, the relation $B^{M+1} = 0$ is both the evidence of nilpotency and the input to `IsNilpotent.exp_eq_sum`, which writes the exponential as the sum of the terms $n = 0,\dots,M$.

For general amplitudes, set $Q_k = g_kP_k$. Then $Q_k^2 = g_k^2P_k^2 = 0$, which is `hQ`, so the main theorem applies to the family $Q_k$ and gives `hm`. Each factor is $u_k + v_kP_k = u_k(1+Q_k)$ because $u_kg_k = v_k$ for $u_k \ne 0$, which is `hf`, and the closing `calc` collects the scalars $u_k$ in front of the product.

## The smallest cases

For $M = 0$ the empty product is $1$, and the series has the single term $B^0/0! = 1$. For $M = 1$, with one element $P$, the sum is $B = P$ and the identity reads $1+P = 1+P$. The first case in which a factorial matters is $M = 2$. With the levels labelled $0$ and $1$ as in `Fin 2`,
$$B^2 = P_0^2 + 2P_0P_1 + P_1^2 = 2P_0P_1, \qquad (1+P_0)(1+P_1) = 1 + B + \tfrac12 B^2 ,$$
and the normalised state carries the prefactor $2^{-M/2} = \tfrac12$.

The file realises this case in `TwoLevel`. A dual number over a ring $R$ is $a + b\varepsilon$ with $a, b\in R$ and $\varepsilon^2 = 0$. Applying the construction twice over $\mathbb{Q}$ gives an algebra with basis $1, P_0, P_1, P_0P_1$, where `twoLevelPair` takes $P_0$ as the outer and $P_1$ as the inner infinitesimal. The theorem `twoLevelPair_witness` states that both square to zero, that $B^2 \neq 0$, and that the product equals `truncExp 2` of $B$. Taking `TrivSqZeroExt.snd` twice reads off the coefficient of $P_0P_1$, which `h2` evaluates to $2$ for $B^2$. The second-order term of the series is thus nonzero in this algebra, so the main identity is used with every term that $M = 2$ allows.

## Another way to model it

The pair operators could have been built as matrices on the $4^M$-dimensional Fock space of the $2M$ fermion modes. Commutativity and $P_k^2=0$ would then be consequences of the anticommutation relations, and the vacuum, the norms and the particle number would be available as objects of the statement. For $M \ge 1$ the full matrix ring is not commutative, so it cannot itself be taken as $A$. One could take for $A$ the commutative subalgebra generated by the $P_k$, apply the theorems above there and carry the identities back along the inclusion; or one could work in the matrix ring with pairwise commuting $P_k$, using a fixed order or a product construction for commuting factors and explicit reordering in place of `ring` and `linear_combination`. The abstract version gives up the states and in return applies to any commuting elements of square zero, for example the raising operators of a finite set of distinct spin-$\tfrac12$ sites, which satisfy the same two relations.
